# The product rule for ⟨ψ, Wψ⟩ with a fixed matrix W and a moving state ψ

In a finite-dimensional state space, let ψ(s) be a trajectory with derivative v at time t, and let W be a fixed complex matrix. The lemma `hasDerivAt_form` says that ⟨ψ, Wψ⟩ then has derivative ⟨v, Wψ(t)⟩ + ⟨ψ(t), Wv⟩ at t. W need not be Hermitian, ψ need not obey a Schrödinger equation, and ψ is not assumed normalised, so for a nonzero state the expectation value of W is this form divided by ⟨ψ, ψ⟩. The attempt differentiates the form component by component, as a finite sum of products, and then has to match the result, `hs`, with the statement.

This version doesn't compile in Lean 4 with Mathlib:

```lean
import Mathlib

open Matrix
open scoped ComplexOrder

namespace HasDerivAtForm

noncomputable section

variable {n : Type*} [Fintype n] [DecidableEq n]

omit [DecidableEq n] in
/-- Product rule for the quadratic form `⟨ψ, W ψ⟩` along a differentiable trajectory. -/
theorem hasDerivAt_form (W : Matrix n n ℂ) {ψ : ℝ → n → ℂ} {v : n → ℂ} {t : ℝ}
    (h : HasDerivAt ψ v t) :
    HasDerivAt (fun s => star (ψ s) ⬝ᵥ W *ᵥ ψ s)
      (star v ⬝ᵥ W *ᵥ ψ t + star (ψ t) ⬝ᵥ W *ᵥ v) t := by
  have hc := hasDerivAt_pi.1 h
  have hW : ∀ i, HasDerivAt (fun s => ∑ j, W i j * ψ s j) (∑ j, W i j * v j) t :=
    fun i => HasDerivAt.fun_sum fun j _ => (hc j).const_mul (W i j)
  have hs := HasDerivAt.fun_sum (u := Finset.univ)
    fun i _ => ((hc i).star).fun_mul (hW i)
  convert hs using 1
  simp [dotProduct, mulVec, Finset.sum_add_distrib]

end

end HasDerivAtForm
```

Messages:

```
Main.lean:24:2: error: `simp` made no progress
```

The message says that `simp` could do nothing with the first goal left by `convert hs using 1`, but it doesn't print that goal. It can't have been the equation between the two derivatives, which the same `simp` line proves in the repaired file, nor one between the two functions, where `simp` could at least have unfolded `dotProduct`. What remains is an equation between implicit arguments of `HasDerivAt`, which carry the algebraic and topological structure on ℂ. `convert` had not recognised two forms of such an argument as the same, and the `simp` call has no lemma that applies to them.

The repair never raises that equation. The new line `have hf` restates `hs` for the function in the theorem, and Lean accepts it because the two agree by definition, implicit arguments included. The `_` lets Lean take the derivative from `hs`. Then `hf.congr_deriv` asks only that this derivative equal the stated one, and the unchanged `simp` line proves it by unfolding the products and splitting the sum.

As a diff, the version that Lean accepts:

```diff
@@ -21,5 +21,6 @@
   have hs := HasDerivAt.fun_sum (u := Finset.univ)
     fun i _ => ((hc i).star).fun_mul (hW i)
-  convert hs using 1
+  have hf : HasDerivAt (fun s => star (ψ s) ⬝ᵥ W *ᵥ ψ s) _ t := hs
+  refine hf.congr_deriv ?_
   simp [dotProduct, mulVec, Finset.sum_add_distrib]
 
```
